# A normalised real two-electron singlet has an idempotent per-spin density exactly when it is one closed-shell determinant

After a configuration-interaction calculation on a two-electron singlet, I diagonalise the one-electron density matrix and look at the natural occupation numbers. If each of them is 0 or 1 per spin, I conclude that the wave function is a single determinant with one doubly occupied orbital. If some are fractional, I conclude that it isn't.

In an orthonormal basis of real orbitals, the spatial part of a real, normalised singlet wave function has a real symmetric coefficient matrix $C$ with $\operatorname{tr}(C^2)=1$, and the per-spin density matrix is $C^2$. My claim is then that $C^2$ is idempotent if and only if $C=cc^{\mathsf T}$ or $C=-cc^{\mathsf T}$ for some unit vector $c$. Can this be made rigorous, with a proof that Lean checks?

## From an idempotent density to one doubly occupied orbital

Yes. Write the spatial function as $\Psi(\mathbf r_1,\mathbf r_2)=\sum_{ij}C_{ij}\,\varphi_i(\mathbf r_1)\varphi_j(\mathbf r_2)$ with orthonormal real orbitals $\varphi_i$. The singlet spin factor is antisymmetric, so $C$ is symmetric. Summing over the second electron gives the density
$$P_{ik}=\sum_j C_{ij}C_{kj}=(CC^{\mathsf T})_{ik},$$
which equals $(C^2)_{ik}$ for a singlet. Its trace is $\sum_{ij}C_{ij}^2$, the squared norm of $\Psi$.

Diagonalising $C$ gives a quick argument: its eigenvalues satisfy $\lambda^4=\lambda^2$ and their squares sum to one, so exactly one of them is $\pm1$ and the others vanish. The route below avoids diagonalisation and also treats coefficient matrices that are not symmetric. It repeatedly uses the fact that $\operatorname{tr}(AA^{\mathsf T})=\sum_{ij}A_{ij}^2=0$ forces $A=0$.

**An idempotent density of trace one is a projector onto one orbital.** Let $P$ be symmetric with $P^2=P$ and $\operatorname{tr}P=1$. Some diagonal element $P_{jj}$ is nonzero, and $P_{jj}=\sum_l P_{jl}P_{lj}=\sum_l P_{lj}^2$ makes it positive. Set $v_l=P_{lj}/\sqrt{P_{jj}}$. Then
$$v\cdot v=\frac{1}{P_{jj}}\sum_l P_{lj}^2=1,\qquad Pv=v,$$
the second because $P^2=P$. With $V=vv^{\mathsf T}$ we have $PV=V$, by transposition $VP=V$, and also $V^2=V$. The remainder $Q=P-V$ therefore satisfies
$$QQ^{\mathsf T}=P^2-PV-VP+V^2=P-V,$$
whose trace is $1-1=0$. Hence $Q=0$ and $P=vv^{\mathsf T}$.

**The wave function is a product.** Let $P=CC^{\mathsf T}$ be idempotent with trace one. Then
$$(C-PC)(C-PC)^{\mathsf T}=P-P^2-P^2+P^3=0,$$
so $C=PC=vv^{\mathsf T}C=ab^{\mathsf T}$ with $a=v$ and $b=C^{\mathsf T}v$. Since $ab^{\mathsf T}(ab^{\mathsf T})^{\mathsf T}=(b\cdot b)\,aa^{\mathsf T}$, taking the trace gives $b\cdot b=1$. Conversely, if $a$ and $b$ are unit vectors, the density of $ab^{\mathsf T}$ is $aa^{\mathsf T}$, which is idempotent.

**Exchange symmetry makes the two orbitals equal up to sign.** If $ab^{\mathsf T}$ is symmetric, then $a_jb_i=a_ib_j$. Multiplying by $a_i$ and summing over $i$ gives $b_j=(a\cdot b)\,a_j$. Thus $b=sa$ with $s=a\cdot b$, and $b\cdot b=1$ gives $s^2=1$. So $b=\pm a$ and $C=\pm aa^{\mathsf T}$. In the other direction, $\pm cc^{\mathsf T}=(\pm c)c^{\mathsf T}$ is a product of unit vectors, so its density is idempotent.

## What the Lean theorem says about the wave function

The main theorem is `singlet_idempotent_iff_closed_shell`. The finite type `n` labels the spatial orbitals, and `C : Matrix n n ℝ` holds the coefficients. The hypothesis `C.IsSymm` is the exchange symmetry of the singlet, and `trace (C ^ 2) = 1` is normalisation. `IsIdempotentElem (C ^ 2)` means that $C^2C^2=C^2$. On the right-hand side, `c ⬝ᵥ c = 1` says that $c$ is a unit vector, and `vecMulVec c c` is the matrix with elements $c_ic_j$. The minus sign in the second alternative is a global phase, so for a given $c$ both alternatives describe the same physical state.

The density is normalised to one electron per spin. In the code it appears as `spinDensity C`, which is $CC^{\mathsf T}$. This is the density matrix for one spin, not the difference between the spin-up and spin-down densities, which vanishes for a singlet. The spin-summed density is $2C^2$, with occupation 2 for the closed-shell orbital.

Some of the physics lies in the reading of the matrices. The file contains no spin functions and no Slater determinants; $cc^{\mathsf T}$ stands for the determinant in which $c$ is occupied with both spins. Orthonormality of the basis is a convention, and in a non-orthogonal atomic-orbital basis the overlap matrix would enter the idempotency condition. Complex coefficients and more than two electrons are not treated. There is also no Hamiltonian, so $c$ need not be the Hartree-Fock orbital.

Normalisation matters. With two orbitals and $C=I$, the matrix $C^2=I$ is idempotent, yet $I$ has rank two and is not $\pm cc^{\mathsf T}$. The normalised function $C=I/\sqrt2$ has density $I/2$, which is not idempotent.

```lean
import Mathlib

open Matrix

namespace SingletIdempotentDensity

noncomputable section

variable {n : Type*} [Fintype n]

/-- The density matrix of the first electron, obtained from the two-electron coefficients
`C i j` by summing over the orbitals of the second electron. -/
def spinDensity (C : Matrix n n ℝ) : Matrix n n ℝ := C * Cᵀ

/-- The coefficient matrix of two closed-shell configurations in two orbitals, with
amplitudes `cos θ` and `-sin θ`. -/
def twoConfiguration (θ : ℝ) : Matrix (Fin 2) (Fin 2) ℝ :=
  !![Real.cos θ, 0; 0, -Real.sin θ]

/-- A real matrix whose squared Frobenius norm vanishes is zero. -/
theorem eq_zero_of_trace_mul_transpose {A : Matrix n n ℝ} (h : trace (A * Aᵀ) = 0) :
    A = 0 := by
  have h' : ∑ i, ∑ j, A i j * A i j = 0 := by
    simpa only [Matrix.trace, Matrix.diag_apply, Matrix.mul_apply,
      Matrix.transpose_apply] using h
  ext i j
  have h1 := (Finset.sum_eq_zero_iff_of_nonneg (fun i _ =>
    Finset.sum_nonneg (fun j _ => mul_self_nonneg (A i j)))).1 h' i (Finset.mem_univ i)
  have h2 := (Finset.sum_eq_zero_iff_of_nonneg
    (fun j _ => mul_self_nonneg (A i j))).1 h1 j (Finset.mem_univ j)
  simpa using h2

/-- With one electron in orbital `a` and the other in orbital `b`, the density of the first
electron is `a aᵀ` times the squared norm of `b`. -/
theorem spinDensity_product (a b : n → ℝ) :
    spinDensity (vecMulVec a b) = (b ⬝ᵥ b) • vecMulVec a a := by
  ext i j
  simp only [spinDensity, Matrix.mul_apply, Matrix.transpose_apply, vecMulVec_apply,
    Matrix.smul_apply, smul_eq_mul, dotProduct, Finset.sum_mul]
  exact Finset.sum_congr rfl (fun k _ => by ring)

/-- A symmetric idempotent density matrix of trace one is the projector onto a single
normalised orbital. -/
theorem projector_of_trace_one {P : Matrix n n ℝ} (hP : P.IsSymm)
    (hPP : IsIdempotentElem P) (htr : trace P = 1) :
    ∃ v : n → ℝ, v ⬝ᵥ v = 1 ∧ P = vecMulVec v v := by
  have hmul : P * P = P := hPP
  have hsym : ∀ i k, P k i = P i k := fun i k => congrFun (congrFun hP.eq i) k
  have e : ∀ i k, ∑ l, P i l * P l k = P i k := fun i k => by
    have h := congrFun (congrFun hmul i) k
    simpa only [Matrix.mul_apply] using h
  -- some basis orbital has nonzero population
  obtain ⟨j, hj⟩ : ∃ j, P j j ≠ 0 := by
    by_contra hcon
    have hcon' : ∀ j, P j j = 0 := fun j => by
      by_contra h
      exact hcon ⟨j, h⟩
    simp [Matrix.trace, hcon'] at htr
  have hj0 : 0 ≤ P j j := by
    rw [← e j j]
    refine Finset.sum_nonneg (fun l _ => ?_)
    rw [hsym j l]
    exact mul_self_nonneg _
  have hs : √(P j j) * √(P j j) = P j j := Real.mul_self_sqrt hj0
  -- the normalised column is an occupied orbital
  obtain ⟨v, hvdef⟩ : ∃ v : n → ℝ, ∀ l, v l = P l j / √(P j j) := ⟨_, fun _ => rfl⟩
  have hvv : v ⬝ᵥ v = 1 := by
    have h : v ⬝ᵥ v = (∑ l, P j l * P l j) / (√(P j j) * √(P j j)) := by
      rw [Finset.sum_div]
      refine Finset.sum_congr rfl (fun l _ => ?_)
      rw [hvdef l, hsym j l, div_mul_div_comm]
    rw [h, e, hs, div_self hj]
  have hPv : ∀ i, ∑ l, P i l * v l = v i := fun i => by
    rw [hvdef i, ← e i j, Finset.sum_div]
    refine Finset.sum_congr rfl (fun l _ => ?_)
    rw [hvdef l, mul_div_assoc]
  have hVt : (vecMulVec v v)ᵀ = vecMulVec v v := by
    ext i k
    simp only [Matrix.transpose_apply, vecMulVec_apply]
    ring
  have hPV : P * vecMulVec v v = vecMulVec v v := by
    ext i k
    simp only [Matrix.mul_apply, vecMulVec_apply]
    rw [← hPv i, Finset.sum_mul]
    exact Finset.sum_congr rfl (fun l _ => by ring)
  have hVP : vecMulVec v v * P = vecMulVec v v := by
    have h := congrArg Matrix.transpose hPV
    rwa [Matrix.transpose_mul, hP.eq, hVt] at h
  have hVV : vecMulVec v v * vecMulVec v v = vecMulVec v v := by
    have h := spinDensity_product v v
    rwa [spinDensity, hVt, hvv, one_smul] at h
  have htV : trace (vecMulVec v v) = 1 := hvv
  -- the remainder is a projector of trace zero
  refine ⟨v, hvv, sub_eq_zero.1 (eq_zero_of_trace_mul_transpose ?_)⟩
  rw [Matrix.transpose_sub, hP.eq, hVt, Matrix.sub_mul, Matrix.mul_sub, Matrix.mul_sub,
    hmul, hPV, hVP, hVV, sub_self, sub_zero, Matrix.trace_sub, htr, htV, sub_self]

/-- A normalised two-electron coefficient matrix, symmetric or not, has an idempotent
density exactly when it is a product of two normalised orbitals. -/
theorem idempotent_iff_product (C : Matrix n n ℝ) (hn : trace (spinDensity C) = 1) :
    IsIdempotentElem (spinDensity C) ↔
      ∃ a b : n → ℝ, a ⬝ᵥ a = 1 ∧ b ⬝ᵥ b = 1 ∧ C = vecMulVec a b := by
  constructor
  · intro h
    have hsymm : (spinDensity C).IsSymm := by
      simp [Matrix.IsSymm, spinDensity, Matrix.transpose_mul]
    obtain ⟨v, hv, hP⟩ := projector_of_trace_one hsymm h hn
    have hh : (C * Cᵀ) * (C * Cᵀ) = C * Cᵀ := h
    -- the density projector leaves the wave function unchanged
    have hD : C - (C * Cᵀ) * C = 0 := by
      apply eq_zero_of_trace_mul_transpose
      have ht : (C - (C * Cᵀ) * C)ᵀ = Cᵀ - Cᵀ * (C * Cᵀ) := by
        simp only [Matrix.transpose_sub, Matrix.transpose_mul, Matrix.transpose_transpose]
      have hz : (C - (C * Cᵀ) * C) * (Cᵀ - Cᵀ * (C * Cᵀ)) =
          C * Cᵀ - (C * Cᵀ) * (C * Cᵀ)
            - ((C * Cᵀ) * (C * Cᵀ) - (C * Cᵀ) * (C * Cᵀ) * (C * Cᵀ)) := by
        simp only [Matrix.sub_mul, Matrix.mul_sub, Matrix.mul_assoc]
      rw [ht, hz, hh, hh]
      simp
    have hC : C = vecMulVec v (v ᵥ* C) := by
      have h1 : C = vecMulVec v v * C := by
        rw [← hP]
        exact sub_eq_zero.1 hD
      rwa [Matrix.vecMulVec_mul] at h1
    refine ⟨v, v ᵥ* C, hv, ?_, hC⟩
    have htV : trace (vecMulVec v v) = 1 := hv
    rw [hC, spinDensity_product, Matrix.trace_smul, htV, smul_eq_mul, mul_one] at hn
    exact hn
  · rintro ⟨a, b, ha, hb, rfl⟩
    have hat : (vecMulVec a a)ᵀ = vecMulVec a a := by
      ext i k
      simp only [Matrix.transpose_apply, vecMulVec_apply]
      ring
    have h := spinDensity_product a a
    rw [spinDensity, hat, ha, one_smul] at h
    rw [spinDensity_product, hb, one_smul]
    exact h

/-- Two normalised real orbitals that are proportional agree up to sign. -/
theorem eq_or_eq_neg_of_proportional {a b : n → ℝ} (ha : a ⬝ᵥ a = 1) (hb : b ⬝ᵥ b = 1)
    (s : ℝ) (h : b = s • a) : b = a ∨ b = -a := by
  have hs : s * s = 1 := by
    rw [h, smul_dotProduct, dotProduct_smul, ha] at hb
    simpa using hb
  rcases mul_self_eq_one_iff.1 hs with h1 | h1
  · left; rw [h, h1, one_smul]
  · right; rw [h, h1, neg_one_smul]

/-- For a normalised two-electron singlet with real symmetric coefficient matrix `C`, the
per-spin density matrix `C ^ 2` is idempotent if and only if `C` is, up to sign, a single
closed-shell determinant `c cᵀ` with a normalised orbital `c`. -/
theorem singlet_idempotent_iff_closed_shell [DecidableEq n] (C : Matrix n n ℝ)
    (hC : C.IsSymm) (hn : trace (C ^ 2) = 1) :
    IsIdempotentElem (C ^ 2) ↔
      ∃ c : n → ℝ, c ⬝ᵥ c = 1 ∧ (C = vecMulVec c c ∨ C = -vecMulVec c c) := by
  have h2 : C ^ 2 = spinDensity C := by rw [spinDensity, hC.eq, sq]
  rw [h2] at hn ⊢
  rw [idempotent_iff_product C hn]
  constructor
  · rintro ⟨a, b, ha, hb, hab⟩
    -- exchange symmetry makes the two orbitals proportional
    have hs : ∀ i j, a j * b i = a i * b j := fun i j => by
      have h := congrFun (congrFun hC.eq i) j
      rw [hab] at h
      simpa only [Matrix.transpose_apply, vecMulVec_apply] using h
    have hp : b = (a ⬝ᵥ b) • a := by
      ext j
      calc b j = (a ⬝ᵥ a) * b j := by rw [ha, one_mul]
        _ = (a ⬝ᵥ b) * a j := by
          simp only [dotProduct, Finset.sum_mul]
          exact Finset.sum_congr rfl (fun i _ => by linear_combination -a i * hs i j)
        _ = ((a ⬝ᵥ b) • a) j := rfl
    refine ⟨a, ha, ?_⟩
    rcases eq_or_eq_neg_of_proportional ha hb _ hp with h | h
    · left; rw [hab, h]
    · right
      rw [hab, h]
      ext i j
      simp [vecMulVec_apply]
  · rintro ⟨c, hc, h | h⟩
    · exact ⟨c, c, hc, hc, h⟩
    · refine ⟨-c, c, by simpa using hc, hc, ?_⟩
      rw [h]
      ext i j
      simp [vecMulVec_apply]

/-- Two normalised real orbitals give the same closed-shell coefficient matrix exactly when
they agree up to sign. -/
theorem closed_shell_orbital_unique {c d : n → ℝ} (hc : c ⬝ᵥ c = 1) (hd : d ⬝ᵥ d = 1) :
    vecMulVec c c = vecMulVec d d ↔ d = c ∨ d = -c := by
  constructor
  · intro h
    have hp : d = (c ⬝ᵥ d) • c := by
      ext j
      calc d j = (d ⬝ᵥ d) * d j := by rw [hd, one_mul]
        _ = (c ⬝ᵥ d) * c j := by
          simp only [dotProduct, Finset.sum_mul]
          refine Finset.sum_congr rfl (fun i _ => ?_)
          have hij := congrFun (congrFun h i) j
          simp only [vecMulVec_apply] at hij
          linear_combination -d i * hij
        _ = ((c ⬝ᵥ d) • c) j := rfl
    exact eq_or_eq_neg_of_proportional hc hd _ hp
  · rintro (rfl | rfl)
    · rfl
    · ext i j
      simp [vecMulVec_apply]

/-- The two-configuration singlet is normalised for every mixing angle, and its per-spin
density is idempotent exactly when one of the two amplitudes vanishes. -/
theorem twoConfiguration_idempotent_iff (θ : ℝ) :
    trace (twoConfiguration θ ^ 2) = 1 ∧
      (IsIdempotentElem (twoConfiguration θ ^ 2) ↔ Real.cos θ = 0 ∨ Real.sin θ = 0) := by
  have hsq : twoConfiguration θ ^ 2 = !![Real.cos θ ^ 2, 0; 0, Real.sin θ ^ 2] := by
    rw [sq]
    ext i j
    fin_cases i <;> fin_cases j <;>
      simp [twoConfiguration, Matrix.mul_apply, Fin.sum_univ_succ, sq]
  have hcs := Real.sin_sq_add_cos_sq θ
  rw [hsq]
  refine ⟨by rw [Matrix.trace_fin_two_of]; linarith, ?_, ?_⟩
  · intro h
    have h00 := congrFun (congrFun h.eq 0) 0
    have h1 : Real.cos θ ^ 2 * Real.cos θ ^ 2 = Real.cos θ ^ 2 := by
      rw [Matrix.mul_apply, Fin.sum_univ_two] at h00
      change Real.cos θ ^ 2 * Real.cos θ ^ 2 + 0 * 0 = Real.cos θ ^ 2 at h00
      linarith
    have h2 : (Real.cos θ * Real.sin θ) ^ 2 = 0 := by
      linear_combination Real.cos θ ^ 2 * hcs - h1
    exact mul_eq_zero.1 (pow_eq_zero_iff (two_ne_zero)|>.1 h2)
  · rintro (h | h)
    · have h1 : Real.sin θ ^ 2 = 1 := by rw [h] at hcs; linarith
      rw [h, h1]
      change _ * _ = _
      ext i j
      fin_cases i <;> fin_cases j <;> simp [Matrix.mul_apply, Fin.sum_univ_succ]
    · have h1 : Real.cos θ ^ 2 = 1 := by rw [h] at hcs; linarith
      rw [h, h1]
      change _ * _ = _
      ext i j
      fin_cases i <;> fin_cases j <;> simp [Matrix.mul_apply, Fin.sum_univ_succ]

end

end SingletIdempotentDensity
```

```lean
#print axioms SingletIdempotentDensity.singlet_idempotent_iff_closed_shell
#print axioms SingletIdempotentDensity.closed_shell_orbital_unique
#print axioms SingletIdempotentDensity.twoConfiguration_idempotent_iff
```

```
'SingletIdempotentDensity.singlet_idempotent_iff_closed_shell' depends on axioms: [propext, Classical.choice, Quot.sound]
'SingletIdempotentDensity.closed_shell_orbital_unique' depends on axioms: [propext, Classical.choice, Quot.sound]
'SingletIdempotentDensity.twoConfiguration_idempotent_iff' depends on axioms: [propext, Classical.choice, Quot.sound]
```

## How the lemmas follow the derivation

`eq_zero_of_trace_mul_transpose` writes the trace as a double sum of squares and applies `Finset.sum_eq_zero_iff_of_nonneg` twice, first to the rows and then to the elements within a row. `spinDensity_product` is the identity $ab^{\mathsf T}(ab^{\mathsf T})^{\mathsf T}=(b\cdot b)\,aa^{\mathsf T}$, proved element by element.

`projector_of_trace_one` carries out the first step. It finds the nonzero diagonal element by contradiction with the trace, then defines `v` as the normalised column. The facts `hvv` and `hPv` are $v\cdot v=1$ and $Pv=v$, while `hPV`, `hVP` and `hVV` are the three matrix products. The last `rw` expands $QQ^{\mathsf T}$ and evaluates its trace.

In `idempotent_iff_product`, `hD` is the equation $C-PC=0$. Its proof expands the product in `hz`, and idempotency, used through `hh`, makes the terms cancel. `Matrix.vecMulVec_mul` then turns $vv^{\mathsf T}C$ into an outer product whose second orbital is `v ᵥ* C`, the vector $C^{\mathsf T}v$. The normalisation hypothesis `hn` supplies its unit norm.

The main theorem first replaces `C ^ 2` by `spinDensity C`, using symmetry, and then applies the product criterion. Here `hs` is the relation $a_jb_i=a_ib_j$, and `hp` is the result of multiplying by $a_i$ and summing, with `linear_combination` doing the algebra for each term. `eq_or_eq_neg_of_proportional` obtains $s^2=1$ and splits it into the two signs.

Two further theorems complete the picture. `closed_shell_orbital_unique` states that unit vectors $c$ and $d$ give the same matrix, $cc^{\mathsf T}=dd^{\mathsf T}$, exactly when $d=\pm c$. Its proof multiplies $c_ic_j=d_id_j$ by $d_i$ and sums over $i$, which gives $d=(c\cdot d)\,c$.

`twoConfiguration_idempotent_iff` treats $C=\operatorname{diag}(\cos\theta,-\sin\theta)$, the form taken by a mixture of the doubly occupied bonding and antibonding configurations of minimal-basis H₂. Here $C^2=\operatorname{diag}(\cos^2\theta,\sin^2\theta)$ has trace one for every $\theta$. If it is idempotent, its first diagonal element gives $\cos^4\theta=\cos^2\theta$, hence $\cos^2\theta\sin^2\theta=0$, and one amplitude vanishes. Conversely, if one amplitude vanishes, the other squares to one and the density is a projector. In this two-orbital model, any true mixture of the configurations therefore shows up as fractional natural occupations.
